# Binomial excitation weights of independent pairs, and a reference weight that tends to zero as pairs are added at fixed nonzero amplitude

A common check on a single-reference calculation is to read off the weight of the reference determinant in the normalised wave function. When that number is compared between systems of different size, the size itself has to be taken into account. Take $N$ non-interacting pairs, each with a single excited configuration whose coefficient is $t$ when that of its reference is 1. The reference weight is then $(1+|t|^2)^{-N}$. With $|t|^2=0.01$ it is about $0.99$ for one pair and about $0.37$ for a hundred, although each pair is described exactly as before. In this model a small reference weight can therefore reflect the number of pairs and not strong correlation within any of them.

```lean
import Mathlib

open Filter Topology

namespace IndependentPairCoupledCluster

noncomputable section
```

## Configurations and the cluster operator

Each pair has a reference state and a single excited state. A configuration is given by the set $S\subseteq\{0,\dots,N-1\}$ of excited pairs, and a state assigns a complex coefficient $\psi(S)$ to each configuration. In Lean the pairs are the elements of `Fin N`.

```lean
/-- A state of `N` pairs: a complex coefficient for each set of excited pairs. -/
abbrev PairState (N : ℕ) := Finset (Fin N) → ℂ
```

The reference $|0\rangle$ has coefficient 1 on the empty set and 0 elsewhere.

```lean
/-- The reference state, in which no pair is excited. -/
def reference (N : ℕ) : PairState N := fun S => if S = ∅ then 1 else 0
```

Let $\tau_i$ excite pair $i$. The coefficient of $\tau_i\psi$ at $S$ comes from the configuration in which $i$ was not yet excited:

$$(\tau_i\psi)(S)=\begin{cases}\psi(S\setminus\{i\}) & i\in S,\\ 0 & i\notin S.\end{cases}$$

A pair cannot be excited twice, so $\tau_i^2=0$.

```lean
/-- The operator that excites pair `i` and annihilates configurations where it is already
excited. -/
def excitePair {N : ℕ} (i : Fin N) (ψ : PairState N) : PairState N :=
  fun S => if i ∈ S then ψ (S.erase i) else 0
```

The cluster operator is $T=t\sum_i\tau_i$. The common amplitude, independent of $N$, is postulated. It stands for identical units too far apart to influence one another, such as well-separated hydrogen molecules in a minimal basis, where symmetry lets only the doubly excited configuration of each molecule mix with its reference. There is no Hamiltonian here: $t$ is not obtained from amplitude equations, and nothing is said about energies, interactions between pairs or further excited states of a pair.

```lean
/-- The cluster operator `T`: the sum of all pair excitations with common amplitude `t`. -/
def cluster {N : ℕ} (t : ℂ) (ψ : PairState N) : PairState N :=
  fun S => t * ∑ i, excitePair i ψ S
```

The ansatz is $e^T|0\rangle=\sum_k T^k|0\rangle/k!$, which the definition cuts at $k=N$. The cut loses nothing, because all later terms are zero, as `cluster_terminates` shows below.

```lean
/-- The exponential ansatz `exp(T)` applied to the reference, expanded through order `N`. -/
def ccState (N : ℕ) (t : ℂ) : PairState N :=
  fun S => ∑ k ∈ Finset.range (N + 1),
    ((k.factorial : ℂ))⁻¹ * ((cluster t)^[k] (reference N)) S
```

The state has $\langle 0|e^T|0\rangle=1$, so for $t\neq0$ and $N\geq1$ its norm is larger than 1. The weight of excitation level $k$ is therefore a ratio of squared norms,

$$w(N,k)=\frac{\sum_{|S|=k}|(e^T|0\rangle)(S)|^2}{\sum_S|(e^T|0\rangle)(S)|^2}.$$

`Finset.powersetCard k` collects the configurations with exactly $k$ excited pairs.

```lean
/-- The normalised weight of the configurations with exactly `k` excited pairs. -/
def weight (N : ℕ) (t : ℂ) (k : ℕ) : ℝ :=
  (∑ S ∈ Finset.powersetCard k (Finset.univ : Finset (Fin N)), ‖ccState N t S‖ ^ 2) /
    ∑ S : Finset (Fin N), ‖ccState N t S‖ ^ 2
```

## Powers of $T$ on the reference

The claim is that $T^k|0\rangle$ has coefficient $k!\,t^k$ on configurations with $|S|=k$ and zero on all others. For $k=0$ this is the definition of the reference. For the next power,

$$(T^{k+1}|0\rangle)(S)=t\sum_{i\in S}(T^k|0\rangle)(S\setminus\{i\}).$$

If $|S|=k+1$, each of the $k+1$ terms equals $k!\,t^k$, and the result is $(k+1)!\,t^{k+1}$. Otherwise no $S\setminus\{i\}$ has $k$ elements, and the result is zero.

The proof turns on the phrase `generalizing S` in the induction. The coefficient at $S$ is computed from coefficients at the smaller sets $S\setminus\{i\}$, so an induction hypothesis about the one fixed $S$ would be useless. With `generalizing S` the hypothesis `ih` holds for every configuration, and it can be applied to `S.erase i`. In the code, `hT` is the displayed formula for one action of $T$, and `hsum` inserts the hypothesis into each term.

```lean
/-- Acting `k` times with `T` on the reference gives coefficient `k! t^k` on each configuration
with `k` excited pairs, and zero on all others. -/
theorem cluster_iterate (N : ℕ) (t : ℂ) (k : ℕ) (S : Finset (Fin N)) :
    ((cluster t)^[k] (reference N)) S =
      if S.card = k then (k.factorial : ℂ) * t ^ k else 0 := by
  induction k generalizing S with
  | zero => simp [reference, Finset.card_eq_zero]
  | succ k ih =>
    rw [Function.iterate_succ_apply']
    have hT : ∀ ψ : PairState N, cluster t ψ S = t * ∑ i ∈ S, ψ (S.erase i) := by
      intro ψ
      simp [cluster, excitePair, Finset.sum_ite_mem]
    -- each excited pair may have been the last one to be excited
    have hsum : ∑ i ∈ S, ((cluster t)^[k] (reference N)) (S.erase i) =
        ∑ i ∈ S, if S.card = k + 1 then (k.factorial : ℂ) * t ^ k else 0 := by
      refine Finset.sum_congr rfl fun i hi => ?_
      have hpos : 0 < S.card := Finset.card_pos.mpr ⟨i, hi⟩
      have hiff : (S.card - 1 = k) ↔ (S.card = k + 1) := by omega
      rw [ih, Finset.card_erase_of_mem hi]
      simp only [hiff]
    rw [hT, hsum, Finset.sum_const, nsmul_eq_mul]
    split_ifs with h
    · rw [h, Nat.factorial_succ]
      push_cast
      ring
    · simp
```

No configuration has more than $N$ excited pairs, so $T^k|0\rangle=0$ for $k>N$.

```lean
/-- Powers of `T` beyond the number of pairs annihilate the reference. -/
theorem cluster_terminates (N : ℕ) (t : ℂ) (k : ℕ) (hk : N < k) :
    (cluster t)^[k] (reference N) = 0 := by
  funext S
  have hS : S.card ≤ N := by simpa using Finset.card_le_univ S
  rw [cluster_iterate, if_neg (by omega)]
  rfl
```

In the exponential series only the term $k=|S|$ contributes at $S$, and its factorial cancels:

$$(e^T|0\rangle)(S)=\frac{1}{|S|!}\,|S|!\,t^{|S|}=t^{|S|}.$$

`Finset.sum_eq_single` picks out this term.

```lean
/-- In the exponential ansatz a configuration with `m` excited pairs has coefficient `t^m`. -/
theorem ccState_apply (N : ℕ) (t : ℂ) (S : Finset (Fin N)) :
    ccState N t S = t ^ S.card := by
  have hS : S.card ≤ N := by simpa using Finset.card_le_univ S
  unfold ccState
  rw [Finset.sum_eq_single S.card]
  · have hf : (S.card.factorial : ℂ) ≠ 0 := by exact_mod_cast Nat.factorial_ne_zero _
    rw [cluster_iterate, if_pos rfl, ← mul_assoc, inv_mul_cancel₀ hf, one_mul]
  · intro k _ hk
    rw [cluster_iterate, if_neg (Ne.symm hk), mul_zero]
  · intro h
    exact absurd (Finset.mem_range.mpr (by omega)) h
```

## The binomial weights

Write $x=|t|^2$. Each configuration has squared modulus $x^{|S|}$, and there are $\binom Nk$ configurations with $|S|=k$. The squared norm is

$$\sum_S x^{|S|}=\sum_{k=0}^N\binom Nk x^k=(1+x)^N,$$

and therefore

$$w(N,k)=\binom Nk\frac{|t|^{2k}}{(1+|t|^2)^N}.$$

For a single pair this gives $w(1,0)=1/(1+|t|^2)$ and $w(1,1)=|t|^2/(1+|t|^2)$, the two probabilities of a normalised two-level state. In the proof, `hnum` counts the numerator and `hnorm` evaluates the denominator.

```lean
/-- The excitation weights of the exponential ansatz are binomial. -/
theorem weight_eq (N : ℕ) (t : ℂ) (k : ℕ) :
    weight N t k = (N.choose k : ℝ) * (‖t‖ ^ 2) ^ k / (1 + ‖t‖ ^ 2) ^ N := by
  have h1 : ∀ S : Finset (Fin N), ‖ccState N t S‖ ^ 2 = (‖t‖ ^ 2) ^ S.card := by
    intro S
    rw [ccState_apply, norm_pow]
    ring
  -- the squared norm factorises over the pairs
  have hnorm : ∑ S : Finset (Fin N), (‖t‖ ^ 2) ^ S.card = (1 + ‖t‖ ^ 2) ^ N := by
    have h := Fintype.sum_pow_mul_eq_add_pow (Fin N) (‖t‖ ^ 2) 1
    simp only [one_pow, mul_one, Fintype.card_fin] at h
    rw [h, add_comm]
  have hnum : ∑ S ∈ Finset.powersetCard k (Finset.univ : Finset (Fin N)),
      (‖t‖ ^ 2) ^ S.card = (N.choose k : ℝ) * (‖t‖ ^ 2) ^ k := by
    rw [Finset.sum_congr rfl (fun S hS => by rw [(Finset.mem_powersetCard.mp hS).2]),
      Finset.sum_const, Finset.card_powersetCard, Finset.card_univ, Fintype.card_fin,
      nsmul_eq_mul]
  unfold weight
  simp only [h1]
  rw [hnum, hnorm]
```

The binomial theorem, written as a sum over levels, is needed twice more.

```lean
/-- The binomial sum over excitation levels. -/
lemma binomial_sum (x : ℝ) (N : ℕ) :
    ∑ k ∈ Finset.range (N + 1), (N.choose k : ℝ) * x ^ k = (1 + x) ^ N := by
  rw [add_comm 1 x, add_pow]
  refine Finset.sum_congr rfl fun k _ => ?_
  rw [one_pow]
  ring
```

Dividing it by $(1+x)^N$, which is positive, shows that the weights sum to 1.

```lean
/-- The weights of all excitation levels sum to one. -/
theorem weight_sum (N : ℕ) (t : ℂ) :
    ∑ k ∈ Finset.range (N + 1), weight N t k = 1 := by
  simp_rw [weight_eq]
  rw [← Finset.sum_div, binomial_sum, div_self (by positivity)]
```

## The mean number of excited pairs

For $N=0$ the mean is zero. For $N=M+1$ the level $k=0$ contributes nothing, and the remaining levels are numbered $k+1$ with $k=0,\dots,M$. The identity

$$(k+1)\binom{M+1}{k+1}=(M+1)\binom Mk$$

absorbs the excitation number into the binomial coefficient:

$$\sum_{k=0}^{M}(k+1)\,w(M+1,k+1)=\frac{(M+1)\,x}{(1+x)^{M+1}}\sum_{k=0}^M\binom Mk x^k=\frac{(M+1)\,x}{1+x}.$$

This is $N|t|^2/(1+|t|^2)$, so the mean grows in proportion to $N$ while the excitation probability of each pair stays the same. The local statement `hk` is the absorption step, and `Finset.sum_range_succ'` splits off the level $k=0$.

```lean
/-- The mean number of excited pairs is `N |t|² / (1 + |t|²)`. -/
theorem mean_excitation (N : ℕ) (t : ℂ) :
    ∑ k ∈ Finset.range (N + 1), (k : ℝ) * weight N t k =
      N * ‖t‖ ^ 2 / (1 + ‖t‖ ^ 2) := by
  simp_rw [weight_eq]
  cases N with
  | zero => simp
  | succ M =>
    have hx : 1 + ‖t‖ ^ 2 ≠ 0 := by positivity
    -- absorb the factor k into the binomial coefficient
    have hk : ∀ k : ℕ, ((k + 1 : ℕ) : ℝ) * (((M + 1).choose (k + 1) : ℝ) *
        (‖t‖ ^ 2) ^ (k + 1) / (1 + ‖t‖ ^ 2) ^ (M + 1)) =
        ((M : ℝ) + 1) * ‖t‖ ^ 2 / (1 + ‖t‖ ^ 2) ^ (M + 1) *
          ((M.choose k : ℝ) * (‖t‖ ^ 2) ^ k) := by
      intro k
      have h : ((M : ℝ) + 1) * (M.choose k : ℝ) =
          ((M + 1).choose (k + 1) : ℝ) * ((k : ℝ) + 1) := by
        exact_mod_cast Nat.add_one_mul_choose_eq M k
      rw [Nat.cast_add, Nat.cast_one]
      linear_combination (-((‖t‖ ^ 2) ^ (k + 1) / (1 + ‖t‖ ^ 2) ^ (M + 1))) * h
    rw [Finset.sum_range_succ', Finset.sum_congr rfl (fun k _ => hk k),
      ← Finset.mul_sum, binomial_sum, Nat.cast_zero, zero_mul, add_zero,
      Nat.cast_add, Nat.cast_one, pow_succ]
    field_simp
    ring
```

## Many pairs at fixed amplitude

Let $t\neq0$ and keep $k$ fixed. Since

$$\binom Nk\le k!\binom Nk=N(N-1)\cdots(N-k+1)\le N^k,$$

the weight is bounded by

$$0\le w(N,k)\le x^k\,N^k\left(\frac1{1+x}\right)^N.$$

The ratio $1/(1+x)$ is less than 1, so the geometric factor overcomes the power of $N$ and the bound tends to zero. This holds for each fixed level, the reference included. The weights still sum to 1 at every $N$. The two facts are compatible because the number of levels grows with $N$. Lean takes the limit of the bound from Mathlib and transfers it to the weight with `squeeze_zero`.

```lean
/-- At fixed nonzero pair amplitude, the weight of every fixed excitation level tends to zero
as the number of pairs grows. -/
theorem weight_tendsto_zero (t : ℂ) (ht : t ≠ 0) (k : ℕ) :
    Tendsto (fun N : ℕ => weight N t k) atTop (𝓝 0) := by
  have hx : 0 < ‖t‖ ^ 2 := pow_pos (norm_pos_iff.mpr ht) 2
  have hr : |(1 + ‖t‖ ^ 2)⁻¹| < 1 := by
    rw [abs_of_pos (by positivity)]
    exact inv_lt_one_of_one_lt₀ (by linarith)
  -- geometric decay beats the polynomial number of configurations
  have hlim := (tendsto_pow_const_mul_const_pow_of_abs_lt_one k hr).const_mul ((‖t‖ ^ 2) ^ k)
  rw [mul_zero] at hlim
  refine squeeze_zero (fun N => ?_) (fun N => ?_) hlim
  · rw [weight_eq]
    positivity
  · have hc : N.choose k ≤ N ^ k := by
      calc N.choose k ≤ k.factorial * N.choose k :=
            Nat.le_mul_of_pos_left _ (Nat.factorial_pos k)
        _ = N.descFactorial k := (Nat.descFactorial_eq_factorial_mul_choose N k).symm
        _ ≤ N ^ k := Nat.descFactorial_le_pow N k
    have hc' : (N.choose k : ℝ) ≤ (N : ℝ) ^ k := by exact_mod_cast hc
    calc weight N t k
        = (N.choose k : ℝ) * ((‖t‖ ^ 2) ^ k * ((1 + ‖t‖ ^ 2)⁻¹) ^ N) := by
          rw [weight_eq, inv_pow, div_eq_mul_inv, mul_assoc]
      _ ≤ (N : ℝ) ^ k * ((‖t‖ ^ 2) ^ k * ((1 + ‖t‖ ^ 2)⁻¹) ^ N) :=
          mul_le_mul_of_nonneg_right hc' (by positivity)
      _ = (‖t‖ ^ 2) ^ k * ((N : ℝ) ^ k * ((1 + ‖t‖ ^ 2)⁻¹) ^ N) := by ring
```

At $t=0$ nothing is excited, and $w(N,0)=1$ for every $N$. The reference weight therefore tends to zero exactly when $t\neq0$. For the forward direction, Lean sets $t=0$ and obtains a contradiction, since the constant sequence 1 cannot also converge to 0.

```lean
/-- The reference weight tends to zero with growing number of pairs exactly when the fixed
pair amplitude is nonzero. -/
theorem reference_weight_tendsto_zero_iff (t : ℂ) :
    Tendsto (fun N : ℕ => weight N t 0) atTop (𝓝 0) ↔ t ≠ 0 := by
  constructor
  · rintro h rfl
    have h1 : (fun N : ℕ => weight N 0 0) = fun _ => (1 : ℝ) := by
      funext N
      simp [weight_eq]
    rw [h1] at h
    exact one_ne_zero (tendsto_nhds_unique tendsto_const_nhds h)
  · intro ht
    exact weight_tendsto_zero t ht 0

end

end IndependentPairCoupledCluster
```

```lean
#print axioms IndependentPairCoupledCluster.cluster_terminates
-- 'IndependentPairCoupledCluster.cluster_terminates' depends on axioms: [propext, Classical.choice, Quot.sound]
#print axioms IndependentPairCoupledCluster.weight_sum
-- 'IndependentPairCoupledCluster.weight_sum' depends on axioms: [propext, Classical.choice, Quot.sound]
#print axioms IndependentPairCoupledCluster.mean_excitation
-- 'IndependentPairCoupledCluster.mean_excitation' depends on axioms: [propext, Classical.choice, Quot.sound]
#print axioms IndependentPairCoupledCluster.reference_weight_tendsto_zero_iff
-- 'IndependentPairCoupledCluster.reference_weight_tendsto_zero_iff' depends on axioms: [propext, Classical.choice, Quot.sound]
```
